# Invertibility of a square table of nonzero orthogonal class functions on a finite group

The character table of a finite symmetry group lists its irreducible complex characters, with one row per irreducible character and one column per conjugacy class. `classTable_invertible` concerns tables of the same shape: it states that the table of values has a two-sided inverse for any family of complex functions with the five properties in `IsCharacterTable`, among them that the functions are constant on classes, are as many as the classes, and are orthogonal under the sum over the group, with squared norm equal to the group order. The attempt writes down a candidate inverse `Y`, whose entry for a class and a function is the sum of that function's conjugated values over the class, divided by the group order. Orthogonality shows that the table times `Y` is the identity, and the equal numbers of functions and classes are then used to get the product in the other order.

An attempt in Lean 4 with a fault in it:

```lean
import Mathlib

open ComplexConjugate

namespace BrauerPermutation

noncomputable section

variable {G ι : Type*} [Group G] [Fintype G] [Fintype ι] [DecidableEq ι]

/-- Five properties required of a family `χ` of complex functions on a finite group: they are class
functions, take conjugate values at inverse elements, are orthogonal with squared norm equal to the
group order, are closed under complex conjugation, and are as many as the conjugacy classes. -/
structure IsCharacterTable (χ : ι → G → ℂ) : Prop where
  classFun : ∀ i g k, χ i (k * g * k⁻¹) = χ i g
  inv : ∀ i g, χ i g⁻¹ = conj (χ i g)
  orth : ∀ i j, ∑ g, χ i g * conj (χ j g) = if i = j then (Fintype.card G : ℂ) else 0
  conj_mem : ∀ i, ∃ j, ∀ g, χ j g = conj (χ i g)
  square : Nat.card ι = Nat.card (ConjClasses G)

/-- A chosen group element in each conjugacy class. -/
def rep (C : ConjClasses G) : G := Function.surjInv ConjClasses.mk_surjective C

/-- The values of a family `χ` at the chosen class elements, as a matrix with the labels `i` as rows
and the conjugacy classes as columns. -/
def classTable (χ : ι → G → ℂ) : Matrix ι (ConjClasses G) ℂ := fun i C => χ i (rep C)

omit [Fintype G] in
private lemma rep_isConj (g : G) : IsConj (rep (ConjClasses.mk g)) g :=
  ConjClasses.mk_eq_mk_iff_isConj.1 (Function.surjInv_eq ConjClasses.mk_surjective _)

omit [Fintype ι] in
private lemma classTable_mk {χ : ι → G → ℂ} (h : IsCharacterTable χ) (i : ι) (g : G) :
    classTable χ i (ConjClasses.mk g) = χ i g := by
  obtain ⟨c, hc⟩ := isConj_iff.1 (rep_isConj g)
  have h1 := h.classFun i (rep (ConjClasses.mk g)) c
  rw [hc] at h1
  exact h1.symm

/-- If `χ` satisfies `IsCharacterTable`, then the matrix `classTable χ` is invertible. -/
theorem classTable_invertible [Fintype (ConjClasses G)] [DecidableEq (ConjClasses G)]
    {χ : ι → G → ℂ} (h : IsCharacterTable χ) :
    ∃ Y : Matrix (ConjClasses G) ι ℂ, classTable χ * Y = 1 ∧ Y * classTable χ = 1 := by
  have hG : (Fintype.card G : ℂ) ≠ 0 := Nat.cast_ne_zero.2 Fintype.card_ne_zero
  let Y : Matrix (ConjClasses G) ι ℂ := fun C j =>
    ∑ g with ConjClasses.mk g = C, conj (χ j g) / (Fintype.card G : ℂ)
  have hXY : classTable χ * Y = 1 := by
    ext i j
    rw [Matrix.mul_apply]
    -- collect the group sum class by class
    calc ∑ C, classTable χ i C * Y C j
        = ∑ C, ∑ g with ConjClasses.mk g = C,
            χ i g * conj (χ j g) / (Fintype.card G : ℂ) := by
          refine Finset.sum_congr rfl fun C _ => ?_
          change classTable χ i C * ∑ g with ConjClasses.mk g = C, _ = _
          rw [Finset.mul_sum]
          refine Finset.sum_congr rfl fun g hg => ?_
          have hC : ConjClasses.mk g = C := (Finset.mem_filter.1 hg).2
          rw [← hC, classTable_mk h, mul_div_assoc]
      _ = ∑ g, χ i g * conj (χ j g) / (Fintype.card G : ℂ) :=
          Finset.sum_fiberwise _ _ _
      _ = (1 : Matrix ι ι ℂ) i j := by
          rw [← Finset.sum_div, h.orth, Matrix.one_apply]
          split_ifs
          · exact div_self hG
          · exact zero_div _
  exact ⟨Y, hXY, (Matrix.mul_eq_one_comm_of_equiv (Finite.equivOfCardEq h.square)).1 hXY⟩

end

end BrauerPermutation
```

Messages:

```
Main.lean:67:51: error(lean.unknownIdentifier): Unknown constant `Finite.equivOfCardEq`
```

Fix (accepted with no message):

```diff
@@ -65,5 +65,8 @@
           · exact div_self hG
           · exact zero_div _
-  exact ⟨Y, hXY, (Matrix.mul_eq_one_comm_of_equiv (Finite.equivOfCardEq h.square)).1 hXY⟩
+  have hcard : Fintype.card ι = Fintype.card (ConjClasses G) := by
+    rw [← Nat.card_eq_fintype_card, ← Nat.card_eq_fintype_card]
+    exact h.square
+  exact ⟨Y, hXY, (Matrix.mul_eq_one_comm_of_equiv (Fintype.equivOfCardEq hcard)).1 hXY⟩
 
 end
```

What went wrong. The message says that Lean knows no constant called `Finite.equivOfCardEq`. The name stands in the last line, where `Matrix.mul_eq_one_comm_of_equiv` needs a bijection between the row labels `ι` and the conjugacy classes in order to pass from `classTable χ * Y = 1` to `Y * classTable χ = 1`. Without the constant, that bijection is missing.

The repair uses `Fintype.equivOfCardEq`, which does exist and builds a bijection from an equality of cardinalities. It wants the equality in terms of `Fintype.card`, however, while `h.square` gives it in terms of `Nat.card`, so changing the name alone would not be enough. The new step `hcard` supplies the required form. Its two backward rewrites with `Nat.card_eq_fintype_card` turn both sides of the goal into `Nat.card`, and `h.square` then closes it.
